# The Wronskian identity behind two-step Darboux transformations

For twice differentiable real functions $f,g,h$ on the line,
$$W(W(f,g),W(f,h))=f\,W(f,g,h)$$
at every point, where $W$ is the Wronskian determinant. When $f,g,h$ solve the one-dimensional, single-particle Schrödinger equation with the same potential, this lets two successive Darboux transformations of $h$ be written as the single ratio $W(f,g,h)/W(f,g)$, provided that $f$ and $W(f,g)$ have no zeros.

## From determinants to transformed potentials

Write $W(f,g)=fg'-gf'$. In its derivative the terms $f'g'$ cancel, leaving $W(f,g)'=fg''-gf''$. Hence
$$\begin{aligned}
W(W(f,g),W(f,h))={}&(fg'-gf')(fh''-hf'')\\&-(fh'-hf')(fg''-gf'').
\end{aligned}$$
The two terms $ghf'f''$ cancel on expansion, and every other term contains $f$:
$$f\,[f''(gh'-hg')-g''(fh'-hf')+h''(fg'-gf')].$$
The bracket is $W(f,g,h)$, expanded along its row of second derivatives.

For example, take $f=x$, $g=x^2$, $h=x^3$ at $x=2$. Here $W(f,g)=x^2$ and $W(f,h)=2x^3$, so the left side is $x^2\cdot6x^2-2x^3\cdot2x=2x^4=32$. Also $W(f,g,h)=2x^3=16$, and $f\cdot16=32$.

The Darboux map with seed $f$ is $D_fh=h'-(f'/f)h=W(f,h)/f$. Put $G=D_fg$ and $H=D_fh$. Dividing both entries of a Wronskian by $f$ divides it by $f^2$, so $W(G,H)=W(f,g,h)/f$ and
$$D_GH=\frac{W(G,H)}{G}=\frac{W(f,g,h)}{W(f,g)}.$$

Now let $-f''+Vf=ef$ and $-h''+Vh=Eh$, with potential $V$ and energies $e,E$. For $s=f'/f$ the first equation gives the Riccati equation $s'=V-e-s^2$. With $\varphi=D_fh=h'-sh$,
$$\varphi'=(V-E)h-s'h-sh'=(e-E)h-s\varphi.$$
Differentiating again,
$$\varphi''=(e-E)(h'-sh)-s'\varphi+s^2\varphi=(V-E-2s')\varphi.$$
Thus $\varphi$ solves the equation at energy $E$ in the potential $V-2s'$. If $g$ also solves the original equation, at any energy, then $G$ solves the new one at that energy, and a second step with seed $G$ subtracts $2(G'/G)'$. Since $W(f,g)=fG$, the logarithmic derivatives add, and the final potential is $V-2(W(f,g)'/W(f,g))'$.

## Wronskians and solutions in Lean

```lean
import Mathlib

namespace TwoStepDarboux

noncomputable section
```

The Wronskian is defined for any number of functions. Rows and columns are numbered from zero: row `i` holds the `i`-th derivatives, column `j` the function `u j`.

```lean
/-- The Wronskian determinant of `n` real functions: row `i` holds their `i`-th derivatives. -/
def wronskian {n : ℕ} (u : Fin n → ℝ → ℝ) (x : ℝ) : ℝ :=
  Matrix.det (Matrix.of fun i j : Fin n => iteratedDeriv (i : ℕ) (u j) x)
```

The second derivative must exist everywhere but need not be continuous.

```lean
/-- The function and its first derivative are differentiable on the whole line. -/
def TwiceDifferentiable (f : ℝ → ℝ) : Prop :=
  Differentiable ℝ f ∧ Differentiable ℝ (deriv f)
```

The next two definitions are the map $D_f$ and its potential.

```lean
/-- The Darboux map with seed `f`, sending `h` to `h' - (f'/f) h`. -/
def darboux (f h : ℝ → ℝ) (x : ℝ) : ℝ :=
  deriv h x - deriv f x / f x * h x

/-- The Darboux-transformed potential `V - 2 (f'/f)'`. -/
def darbouxPotential (V f : ℝ → ℝ) (x : ℝ) : ℝ :=
  V x - 2 * deriv (fun y => deriv f y / f y) x
```

`Solves` uses units with $\hbar^2/2m=1$. It requires the equation at every point, but neither normalisability nor a nonzero `ψ`. No regularity of `V` is assumed separately, but a second derivative that exists everywhere cannot jump. A potential with a step, such as the finite square well, therefore has no nowhere vanishing solution in this sense and lies outside the theorems on solutions below.

```lean
/-- `ψ` is a twice differentiable solution of `-ψ'' + V ψ = E ψ` on the line. -/
def Solves (V : ℝ → ℝ) (E : ℝ) (ψ : ℝ → ℝ) : Prop :=
  TwiceDifferentiable ψ ∧ ∀ x, -deriv (deriv ψ) x + V x * ψ x = E * ψ x
```

## The determinant identity

The first two lemmas expand the determinants.

```lean
/-- The Wronskian of two functions is `f g' - g f'`. -/
theorem wronskian_two (f g : ℝ → ℝ) (x : ℝ) :
    wronskian ![f, g] x = f x * deriv g x - g x * deriv f x := by
  simp [wronskian, Matrix.det_fin_two, iteratedDeriv_one]

/-- The Wronskian of three functions, expanded along the row of second derivatives. -/
theorem wronskian_three (f g h : ℝ → ℝ) (x : ℝ) :
    wronskian ![f, g, h] x =
      deriv (deriv f) x * (g x * deriv h x - h x * deriv g x)
      - deriv (deriv g) x * (f x * deriv h x - h x * deriv f x)
      + deriv (deriv h) x * (f x * deriv g x - g x * deriv f x) := by
  have h2 : ∀ u : ℝ → ℝ, iteratedDeriv 2 u = deriv (deriv u) := by
    intro u
    rw [iteratedDeriv_succ, iteratedDeriv_one]
  simp [wronskian, Matrix.det_fin_three, iteratedDeriv_one, h2]
  ring
```

The product rule then gives $W(f,g)'$, with `ring` cancelling the products of first derivatives.

```lean
/-- The derivative of the Wronskian of two functions is `f g'' - g f''`. -/
theorem hasDerivAt_wronskian {f g : ℝ → ℝ} (hf : TwiceDifferentiable f)
    (hg : TwiceDifferentiable g) (x : ℝ) :
    HasDerivAt (wronskian ![f, g])
      (f x * deriv (deriv g) x - g x * deriv (deriv f) x) x := by
  have e : wronskian ![f, g] = fun y => f y * deriv g y - g y * deriv f y :=
    funext (wronskian_two f g)
  rw [e]
  -- the two products of first derivatives cancel
  exact (((hf.1 x).hasDerivAt.fun_mul (hg.2 x).hasDerivAt).fun_sub
    ((hg.1 x).hasDerivAt.fun_mul (hf.2 x).hasDerivAt)).congr_deriv (by ring)
```

Substituting these formulas reduces the main identity to the polynomial expansion above. No division occurs, so zeros of $f$ are allowed.

```lean
/-- For twice differentiable functions, the Wronskian of `W(f,g)` and `W(f,h)` is `f` times the
Wronskian of `f`, `g` and `h`, at every point. -/
theorem wronskian_of_wronskians {f g h : ℝ → ℝ} (hf : TwiceDifferentiable f)
    (hg : TwiceDifferentiable g) (hh : TwiceDifferentiable h) (x : ℝ) :
    wronskian ![wronskian ![f, g], wronskian ![f, h]] x
      = f x * wronskian ![f, g, h] x := by
  rw [wronskian_two, (hasDerivAt_wronskian hf hh x).deriv,
    (hasDerivAt_wronskian hf hg x).deriv, wronskian_two, wronskian_two, wronskian_three]
  ring
```

## Two Darboux maps as a ratio

```lean
/-- Where the seed does not vanish, `W(f,h)` is `f` times the Darboux transform of `h`. -/
theorem wronskian_eq_mul_darboux (f h : ℝ → ℝ) {x : ℝ} (f0 : f x ≠ 0) :
    wronskian ![f, h] x = f x * darboux f h x := by
  rw [wronskian_two, darboux]
  field_simp
```

The composition formula needs $f$ and $W(f,g)$ to be nonzero only at the point considered. Its proof differentiates the transforms directly: `key` is $W(f,g,h)=f\,W(G,H)$, obtained without calling the previous identity.

```lean
/-- Where `f` and `W(f,g)` do not vanish, two successive Darboux maps, with seeds `f` and the
transform of `g`, send `h` to the ratio `W(f,g,h) / W(f,g)`. -/
theorem darboux_darboux {f g h : ℝ → ℝ} (hf : TwiceDifferentiable f)
    (hg : TwiceDifferentiable g) (hh : TwiceDifferentiable h) {x : ℝ}
    (f0 : f x ≠ 0) (W0 : wronskian ![f, g] x ≠ 0) :
    darboux (darboux f g) (darboux f h) x
      = wronskian ![f, g, h] x / wronskian ![f, g] x := by
  have hG := wronskian_eq_mul_darboux f g f0
  have G0 : darboux f g x ≠ 0 := fun h0 => W0 (by rw [hG, h0, mul_zero])
  -- derivative of a Darboux transform
  have hd : ∀ u : ℝ → ℝ, TwiceDifferentiable u → HasDerivAt (darboux f u)
      (deriv (deriv u) x - ((deriv (deriv f) x * f x - deriv f x * deriv f x) / f x ^ 2 * u x
        + deriv f x / f x * deriv u x)) x := fun u hu =>
    (hu.2 x).hasDerivAt.fun_sub
      (((hf.2 x).hasDerivAt.fun_div (hf.1 x).hasDerivAt f0).fun_mul (hu.1 x).hasDerivAt)
  have key : wronskian ![f, g, h] x = f x * (deriv (darboux f h) x * darboux f g x
      - deriv (darboux f g) x * darboux f h x) := by
    rw [wronskian_three, (hd h hh).deriv, (hd g hg).deriv]
    simp only [darboux]
    field_simp
    ring
  rw [hG, key]
  change deriv (darboux f h) x - deriv (darboux f g) x / darboux f g x * darboux f h x = _
  field_simp
```

## Solutions carried to the new potential

Here the seed must vanish nowhere, which keeps $f'/f$, and hence the change in the potential, free of singularities. In the proof, `hs` is the Riccati equation, while `hd` and `hdd` are the formulas for $\varphi'$ and $\varphi''$. The formula for $\varphi'$ contains no second derivative of $h$, so $\varphi$ is twice differentiable without a further assumption on $h$.

```lean
/-- A Darboux map with a nowhere vanishing solution `f` as seed sends solutions at energy `E`
to solutions at the same energy in the transformed potential. -/
theorem darboux_solves {V f h : ℝ → ℝ} {e E : ℝ} (hf : Solves V e f)
    (f0 : ∀ x, f x ≠ 0) (hh : Solves V E h) :
    Solves (darbouxPotential V f) E (darboux f h) := by
  -- Riccati equation for the logarithmic derivative of the seed
  have hs : ∀ x, HasDerivAt (fun y => deriv f y / f y)
      (V x - e - (deriv f x / f x) ^ 2) x := fun x =>
    ((hf.1.2 x).hasDerivAt.fun_div (hf.1.1 x).hasDerivAt (f0 x)).congr_deriv (by
      have h1 : deriv (deriv f) x = (V x - e) * f x := by linear_combination -(hf.2 x)
      have h0 := f0 x
      rw [h1]
      field_simp)
  have hd : ∀ x, HasDerivAt (darboux f h)
      ((e - E) * h x - deriv f x / f x * darboux f h x) x := fun x =>
    ((hh.1.2 x).hasDerivAt.fun_sub ((hs x).fun_mul (hh.1.1 x).hasDerivAt)).congr_deriv (by
      simp only [darboux]
      linear_combination -(hh.2 x))
  have hd' : deriv (darboux f h) =
      fun x => (e - E) * h x - deriv f x / f x * darboux f h x :=
    funext fun x => (hd x).deriv
  have hdd : ∀ x, HasDerivAt (deriv (darboux f h))
      ((e - E) * deriv h x - ((V x - e - (deriv f x / f x) ^ 2) * darboux f h x
        + deriv f x / f x * ((e - E) * h x - deriv f x / f x * darboux f h x))) x := by
    intro x
    rw [hd']
    exact ((hh.1.1 x).hasDerivAt.const_mul (e - E)).fun_sub ((hs x).fun_mul (hd x))
  refine ⟨⟨fun x => (hd x).differentiableAt, fun x => (hdd x).differentiableAt⟩, fun x => ?_⟩
  rw [(hdd x).deriv, darbouxPotential, (hs x).deriv]
  simp only [darboux]
  ring
```

The two-step theorem applies this result to $g$ and $h$, then again with seed $G$. `hlog` adds the logarithmic derivatives, `hP` identifies the potentials, and `hψ` rewrites the solution as the ratio.

```lean
/-- If `f`, `g`, `h` solve the Schrödinger equation with potential `V`, and `f` and `W(f,g)`
vanish nowhere, then `W(f,g,h) / W(f,g)` solves it at the energy of `h` with potential
`V - 2 (W(f,g)' / W(f,g))'`. -/
theorem two_step_solves {V f g h : ℝ → ℝ} {e₁ e₂ E : ℝ} (hf : Solves V e₁ f)
    (hg : Solves V e₂ g) (hh : Solves V E h) (f0 : ∀ x, f x ≠ 0)
    (W0 : ∀ x, wronskian ![f, g] x ≠ 0) :
    Solves (darbouxPotential V (wronskian ![f, g])) E
      (fun x => wronskian ![f, g, h] x / wronskian ![f, g] x) := by
  have hW : ∀ x, wronskian ![f, g] x = f x * darboux f g x :=
    fun x => wronskian_eq_mul_darboux f g (f0 x)
  have G0 : ∀ x, darboux f g x ≠ 0 := fun x h0 => W0 x (by rw [hW, h0, mul_zero])
  have h1 := darboux_solves hf f0 hg
  have h3 := darboux_solves h1 G0 (darboux_solves hf f0 hh)
  -- logarithmic derivatives of the two seeds add up to that of the Wronskian
  have hlog : (fun y => deriv (wronskian ![f, g]) y / wronskian ![f, g] y) =
      fun y => deriv f y / f y + deriv (darboux f g) y / darboux f g y := by
    funext y
    have hy := f0 y
    have hGy := G0 y
    have hD : deriv (wronskian ![f, g]) y
        = deriv f y * darboux f g y + f y * deriv (darboux f g) y := by
      rw [funext hW]
      exact ((hf.1.1 y).hasDerivAt.fun_mul (h1.1.1 y).hasDerivAt).deriv
    rw [hD, hW]
    field_simp
  have hP : darbouxPotential (darbouxPotential V f) (darboux f g)
      = darbouxPotential V (wronskian ![f, g]) := by
    funext x
    have d1 := ((hf.1.2 x).hasDerivAt.fun_div (hf.1.1 x).hasDerivAt (f0 x)).differentiableAt
    have d2 := ((h1.1.2 x).hasDerivAt.fun_div (h1.1.1 x).hasDerivAt (G0 x)).differentiableAt
    simp only [darbouxPotential]
    rw [hlog, (d1.hasDerivAt.fun_add d2.hasDerivAt).deriv]
    ring
  have hψ : darboux (darboux f g) (darboux f h)
      = fun x => wronskian ![f, g, h] x / wronskian ![f, g] x :=
    funext fun x => darboux_darboux hf.1 hg.1 hh.1 (f0 x) (W0 x)
  rwa [hP, hψ] at h3
```

If $h$ equals $f$ or $g$, the determinant has two equal columns and the transformed function is zero. This alone does not show that the energies of the seeds leave the spectrum: in the example below, bound states appear at exactly those energies. The theorem itself makes no statement about spectra.

## A potential built from the free particle

For $V=0$, the seeds $\cosh x$ and $\sinh2x$ have energies $-1$ and $-4$. Their Wronskian is
$$2\cosh x\cosh2x-\sinh2x\sinh x=2\cosh^3x,$$
which is positive everywhere.

```lean
/-- The functions `cosh x` and `sinh 2x` solve the free equation at energies `-1` and `-4`,
and their Wronskian is `2 cosh³ x`. -/
theorem free_seeds_witness :
    Solves (fun _ => 0) (-1) Real.cosh ∧
    Solves (fun _ => 0) (-4) (fun y => Real.sinh (2 * y)) ∧
    ∀ x, wronskian ![Real.cosh, fun y => Real.sinh (2 * y)] x = 2 * Real.cosh x ^ 3 := by
  have hs : ∀ x, HasDerivAt (fun y => Real.sinh (2 * y)) (2 * Real.cosh (2 * x)) x := fun x =>
    ((hasDerivAt_id' x).const_mul (2 : ℝ)).sinh.congr_deriv (by ring)
  have hs' : deriv (fun y => Real.sinh (2 * y)) = fun x => 2 * Real.cosh (2 * x) :=
    funext fun x => (hs x).deriv
  have hc : ∀ x, HasDerivAt (fun y => 2 * Real.cosh (2 * y)) (4 * Real.sinh (2 * x)) x :=
    fun x => (((hasDerivAt_id' x).const_mul (2 : ℝ)).cosh.const_mul 2).congr_deriv (by ring)
  refine ⟨⟨⟨Real.differentiable_cosh, ?_⟩, fun x => ?_⟩,
    ⟨⟨fun x => (hs x).differentiableAt, ?_⟩, fun x => ?_⟩, fun x => ?_⟩
  · rw [Real.deriv_cosh]
    exact Real.differentiable_sinh
  · rw [Real.deriv_cosh, Real.deriv_sinh]
    ring
  · rw [hs']
    exact fun x => (hc x).differentiableAt
  · rw [hs', (hc x).deriv]
    ring
  · rw [wronskian_two, (hs x).deriv, Real.deriv_cosh, Real.cosh_two_mul, Real.sinh_two_mul]
    ring
```

Its logarithmic derivative is $3\tanh x$, with derivative $3/\cosh^2x$, so the new potential is $-6/\cosh^2x$. The ratio formula sends $\cosh2x$ to $3/\cosh^2x$ and $\sinh x$ to $-3\sinh x/\cosh^2x$; up to normalisation these are the bound states of the new well, at energies $-4$ and $-1$. With these closed forms, the well can serve as a test case for a one-dimensional Schrödinger solver. If the solver's kinetic term is $-\tfrac12\,d^2/dx^2$, the potential and the energies must both be halved.

```lean
/-- Starting from the free particle, the two-step potential built from `cosh x` and `sinh 2x`
is `-6 / cosh² x`. -/
theorem free_two_step_potential (x : ℝ) :
    darbouxPotential (fun _ => 0) (wronskian ![Real.cosh, fun y => Real.sinh (2 * y)]) x
      = -6 / Real.cosh x ^ 2 := by
  have c0 : ∀ y, Real.cosh y ≠ 0 := fun y => (Real.cosh_pos y).ne'
  have hlog : (fun y => deriv (fun z => 2 * Real.cosh z ^ 3) y / (2 * Real.cosh y ^ 3)) =
      fun y => 3 * (Real.sinh y / Real.cosh y) := by
    funext y
    have hy := c0 y
    have hD : HasDerivAt (fun z => 2 * Real.cosh z ^ 3)
        (6 * Real.cosh y ^ 2 * Real.sinh y) y :=
      (((Real.hasDerivAt_cosh y).fun_pow 3).const_mul 2).congr_deriv (by norm_num; ring)
    rw [hD.deriv]
    field_simp
    ring
  have hT : HasDerivAt (fun y => 3 * (Real.sinh y / Real.cosh y)) (3 / Real.cosh x ^ 2) x :=
    (((Real.hasDerivAt_sinh x).fun_div (Real.hasDerivAt_cosh x) (c0 x)).const_mul 3).congr_deriv
      (by
        have h1 : Real.cosh x * Real.cosh x - Real.sinh x * Real.sinh x = 1 := by
          linear_combination Real.cosh_sq x
        rw [h1]
        ring)
  rw [funext free_seeds_witness.2.2, darbouxPotential, hlog, hT.deriv]
  ring

end

end TwoStepDarboux
```

```lean
#print axioms TwoStepDarboux.wronskian_of_wronskians
#print axioms TwoStepDarboux.two_step_solves
#print axioms TwoStepDarboux.free_two_step_potential
```

```
'TwoStepDarboux.wronskian_of_wronskians' depends on axioms: [propext, Classical.choice, Quot.sound]
'TwoStepDarboux.two_step_solves' depends on axioms: [propext, Classical.choice, Quot.sound]
'TwoStepDarboux.free_two_step_potential' depends on axioms: [propext, Classical.choice, Quot.sound]
```
